# The Green function of a uniform tight-binding ring below its band is a hyperbolic cosine

For \(\kappa>0\), a ring of \(N\ge 1\) sites and an integer \(0\le x\le N\),

\[
\frac1N\sum_{k=0}^{N-1}\frac{e^{2\pi i kx/N}}{2\cosh\kappa-2\cos(2\pi k/N)}
=\frac{\cosh\!\big(\kappa(N/2-x)\big)}{2\sinh\kappa\,\sinh(\kappa N/2)} .
\]

The left side is a Born–von Karman mode sum. With on-site energy zero and nearest-neighbour hopping \(-1\), mode \(k\) has energy \(-2\cos(2\pi k/N)\), so the sum is the matrix element of \((H_0-E)^{-1}\) between two sites a distance \(x\) apart, at energy \(E=-2\cosh\kappa\). The condition \(\kappa>0\) places \(E\) strictly below the band and keeps every denominator positive.

The same kernel fixes the strength \(v=2\sinh\kappa\tanh(\kappa N/2)\) at which a defect that lowers the on-site energy of one site by \(v\) has a state of energy \(E\). For this non-interacting, one-dimensional model with one defect per periodic cell, that relation, read at fixed \(v>0\), gives implicitly the exact dependence on cell size of the defect level below the band, at zero Bloch phase.

```lean
import Mathlib

open Finset

namespace RingGreenFunction

noncomputable section
```

## The mode sum and its closed form

All Bloch phases are powers of \(\zeta=e^{2\pi i/N}\), called `blochRoot N`.

```lean
/-- The elementary Bloch phase `exp(2πi/N)` of a ring of `N` sites. -/
def blochRoot (N : ℕ) : ℂ := Complex.exp (2 * Real.pi * Complex.I / N)
```

The left side of the result is `ringGreen`. Its site index `x` is a natural number and its value is complex. The denominator is computed as a real number and then regarded as complex.

```lean
/-- The lattice Green function of a ring of `N` sites, as a normalised sum over Bloch modes. -/
def ringGreen (N : ℕ) (κ : ℝ) (x : ℕ) : ℂ :=
  (1 / (N : ℂ)) * ∑ k ∈ range N, Complex.exp (2 * Real.pi * Complex.I * k * x / N) /
    ((2 * Real.cosh κ - 2 * Real.cos (2 * Real.pi * k / N) : ℝ) : ℂ)
```

Write \(g(x)\) for the right side, `imageKernel N κ x`. It is defined for every real \(x\), although it represents the ring only for \(0\le x\le N\). The name recalls that the same expression arises by summing the infinite-chain kernel \(e^{-\kappa|x|}/(2\sinh\kappa)\) over periodic images; the proof starts from the closed form instead.

```lean
/-- The quotient `cosh (κ (N/2 - x)) / (2 sinh κ sinh (κN/2))`, for real `x`. -/
def imageKernel (N : ℕ) (κ x : ℝ) : ℝ :=
  Real.cosh (κ * ((N : ℝ) / 2 - x)) / (2 * Real.sinh κ * Real.sinh (κ * N / 2))
```

## A source-free equation with one unit source

Put \(a=\kappa(N/2-x)\). Moving one site changes \(a\) by \(\mp\kappa\), and

\[
\cosh(a-\kappa)+\cosh(a+\kappa)=2\cosh\kappa\cosh a .
\]

Dividing by the common denominator gives \(g(x+1)+g(x-1)=2\cosh\kappa\,g(x)\). The check uses the same two addition formulas.

```lean
/-- The closed form obeys the source-free lattice equation. -/
theorem imageKernel_recurrence (N : ℕ) (κ x : ℝ) :
    imageKernel N κ (x + 1) + imageKernel N κ (x - 1) =
      2 * Real.cosh κ * imageKernel N κ x := by
  have h1 : κ * ((N : ℝ) / 2 - (x + 1)) = κ * ((N : ℝ) / 2 - x) - κ := by ring
  have h2 : κ * ((N : ℝ) / 2 - (x - 1)) = κ * ((N : ℝ) / 2 - x) + κ := by ring
  unfold imageKernel
  rw [h1, h2, Real.cosh_sub, Real.cosh_add]
  ring
```

Replacing \(x\) by \(N-x\) reverses the sign of \(a\), and the hyperbolic cosine is even. Hence \(g(N-x)=g(x)\), and in particular \(g(N)=g(0)\).

```lean
/-- The kernel is the same at distance `x` in either direction around the ring. -/
theorem imageKernel_reflect (N : ℕ) (κ x : ℝ) :
    imageKernel N κ (N - x) = imageKernel N κ x := by
  have h : κ * ((N : ℝ) / 2 - (N - x)) = -(κ * ((N : ℝ) / 2 - x)) := by ring
  unfold imageKernel
  rw [h, Real.cosh_neg]
```

The smooth formula continued to \(x=-1\) differs from the value at the true left neighbour, site \(N-1\). For \(\kappa>0\), \(N\ge1\) and \(b=\kappa N/2\),

\[
g(-1)-g(1)=\frac{\cosh(b+\kappa)-\cosh(b-\kappa)}{2\sinh\kappa\sinh b}=1 .
\]

The recurrence at \(0\) gives \(2\cosh\kappa\,g(0)=g(1)+g(-1)\), and reflection gives \(g(N-1)=g(1)\). Therefore

\[
2\cosh\kappa\,g(0)-g(1)-g(N-1)=g(-1)-g(1)=1 .
\]

This is the unit source at site \(0\). In the code, `hjump` is the first display, and `linarith` combines it with the recurrence.

```lean
/-- At site `0`, whose neighbours are `1` and `N - 1`, the kernel has a unit source. -/
theorem imageKernel_source {N : ℕ} {κ : ℝ} (hκ : 0 < κ) (hN : 0 < N) :
    2 * Real.cosh κ * imageKernel N κ 0 - imageKernel N κ 1 - imageKernel N κ (N - 1) = 1 := by
  have hN' : (0 : ℝ) < N := Nat.cast_pos.mpr hN
  have hs : Real.sinh κ ≠ 0 := (Real.sinh_pos_iff.mpr hκ).ne'
  have hS : Real.sinh (κ * N / 2) ≠ 0 :=
    (Real.sinh_pos_iff.mpr (div_pos (mul_pos hκ hN') two_pos)).ne'
  have hjump : imageKernel N κ (-1) - imageKernel N κ 1 = 1 := by
    have h1 : κ * ((N : ℝ) / 2 - (-1)) = κ * N / 2 + κ := by ring
    have h2 : κ * ((N : ℝ) / 2 - 1) = κ * N / 2 - κ := by ring
    unfold imageKernel
    rw [h1, h2, Real.cosh_add, Real.cosh_sub, ← sub_div,
      div_eq_one_iff_eq (mul_ne_zero (mul_ne_zero two_ne_zero hs) hS)]
    ring
  have hr := imageKernel_recurrence N κ 0
  rw [zero_add, zero_sub] at hr
  rw [imageKernel_reflect]
  linarith
```

## The Fourier sum telescopes

Keep \(\kappa>0\) and \(N\ge1\). Let \(w\) be a phase with \(w^N=1\), and let \(u=w^{-1}\). Multiply the partial sum \(\sum_{y<n}g(y)w^y\) by \(2\cosh\kappa-w-u\) and replace \(2\cosh\kappa\,g(y)\) by \(g(y+1)+g(y-1)\). The terms cancel in neighbouring pairs, which leaves

\[
g(n)w^nu-g(0)u+g(-1)-g(n-1)w^n .
\]

At \(n=N\), the relations \(w^N=1\) and \(g(N)=g(0)\) remove the first two terms. The rest is \(g(-1)-g(N-1)=1\), so

\[
(2\cosh\kappa-w-u)\sum_{y=0}^{N-1}g(y)w^y=1 .
\]

The formula for general \(n\) is `tele`, proved by induction; its step adds one term and uses the recurrence together with \(wu=1\).

```lean
/-- For every phase `w` allowed on the ring, with inverse `u`, the Fourier sum of the kernel
is the inverse of `2 cosh κ - w - u`. -/
theorem imageKernel_transform {N : ℕ} {κ : ℝ} (hκ : 0 < κ) (hN : 0 < N) {w u : ℂ}
    (hwu : w * u = 1) (hw : w ^ N = 1) :
    (2 * ((Real.cosh κ : ℝ) : ℂ) - w - u) *
      ∑ y ∈ range N, ((imageKernel N κ y : ℝ) : ℂ) * w ^ y = 1 := by
  -- the partial sums telescope to boundary terms
  have tele : ∀ n : ℕ, (2 * ((Real.cosh κ : ℝ) : ℂ) - w - u) *
      ∑ y ∈ range n, ((imageKernel N κ y : ℝ) : ℂ) * w ^ y =
      ((imageKernel N κ n : ℝ) : ℂ) * w ^ n * u - ((imageKernel N κ 0 : ℝ) : ℂ) * u
        + ((imageKernel N κ (-1) : ℝ) : ℂ) - ((imageKernel N κ (n - 1) : ℝ) : ℂ) * w ^ n := by
    intro n
    induction n with
    | zero => simp
    | succ n ih =>
      have h := congrArg (fun r : ℝ => (r : ℂ)) (imageKernel_recurrence N κ n)
      simp only [Complex.ofReal_add, Complex.ofReal_mul, Complex.ofReal_ofNat] at h
      have e1 : ((n + 1 : ℕ) : ℝ) - 1 = n := by push_cast; ring
      have e2 : ((n + 1 : ℕ) : ℝ) = n + 1 := Nat.cast_succ n
      rw [sum_range_succ, mul_add, ih, e1, e2]
      linear_combination (-w ^ n) * h - ((imageKernel N κ (n + 1) : ℝ) : ℂ) * w ^ n * hwu
  have hend := imageKernel_reflect N κ 0
  rw [sub_zero] at hend
  have hr := imageKernel_recurrence N κ 0
  rw [zero_add, zero_sub] at hr
  have hj : imageKernel N κ (-1) = 1 + imageKernel N κ (N - 1) := by
    linarith [imageKernel_source hκ hN]
  rw [tele N, hw, hend, hj, Complex.ofReal_add, Complex.ofReal_one]
  ring
```

## Inverting the transform

For sites \(x,y<N\), set \(q=\zeta^x\zeta^{-y}\). If \(x=y\), then \(q=1\) and \(\sum_{k<N}q^k=N\). If \(x\ne y\), then \(q\ne1\), because \(\zeta\) is a primitive \(N\)th root of unity, while \(q^N=1\). The geometric sum gives \((1-q)\sum_{k<N}q^k=1-q^N=0\), so the sum vanishes.

```lean
/-- Orthogonality of the Bloch phases belonging to two sites of the ring. -/
theorem bloch_orthogonality {N x y : ℕ} (hx : x < N) (hy : y < N) :
    ∑ k ∈ range N, (blochRoot N ^ x * (blochRoot N ^ y)⁻¹) ^ k =
      if x = y then (N : ℂ) else 0 := by
  have hζ : IsPrimitiveRoot (blochRoot N) N := Complex.isPrimitiveRoot_exp N (by omega)
  have h0 : blochRoot N ≠ 0 := Complex.exp_ne_zero _
  split_ifs with h
  · subst h
    rw [mul_inv_cancel₀ (pow_ne_zero _ h0)]
    simp
  · have hq : blochRoot N ^ x * (blochRoot N ^ y)⁻¹ ≠ 1 := fun hq =>
      h (hζ.pow_inj hx hy ((mul_inv_eq_one₀ (pow_ne_zero _ h0)).mp hq))
    have hqN : (blochRoot N ^ x * (blochRoot N ^ y)⁻¹) ^ N = 1 := by
      rw [mul_pow, inv_pow, pow_right_comm _ x N, pow_right_comm _ y N, hζ.pow_eq_one]
      simp
    have hg := mul_neg_geom_sum (blochRoot N ^ x * (blochRoot N ^ y)⁻¹) N
    rw [hqN, sub_self] at hg
    exact (mul_eq_zero.mp hg).resolve_left (sub_ne_zero.mpr (Ne.symm hq))
```

The exponential in the mode sum is \(e^{2\pi ikx/N}=(\zeta^x)^k\), which brings it into the form used for orthogonality.

```lean
/-- The plane wave of mode `k` at site `x` is a power of the elementary Bloch phase. -/
theorem planeWave_eq (N k x : ℕ) :
    Complex.exp (2 * Real.pi * Complex.I * k * x / N) = (blochRoot N ^ x) ^ k := by
  rw [blochRoot, ← Complex.exp_nat_mul, ← Complex.exp_nat_mul]
  congr 1
  ring
```

By Euler's formula the denominator of mode \(k\) is \(D_k=2\cosh\kappa-\zeta^{-k}-\zeta^k\). The telescoped identity with \(w=\zeta^{-k}\) then says \(1/D_k=\sum_{y<N}g(y)\zeta^{-ky}\). For \(x<N\), exchanging the two finite sums yields

\[
\frac1N\sum_{k=0}^{N-1}\frac{\zeta^{kx}}{D_k}
=\sum_{y=0}^{N-1}g(y)\,\frac1N\sum_{k=0}^{N-1}\zeta^{k(x-y)}=g(x).
\]

At \(x=N\) the mode sum repeats its value at \(0\), and \(g(N)=g(0)\).

In `ringGreen_eq`, the hypotheses `hκ`, `hN` and `hx` are \(\kappa>0\), \(N>0\) and \(x\le N\). The right side is written out as the explicit real quotient, embedded in the complex numbers, so the theorem also shows that the mode sum is real. Within the proof, `hD` rewrites the denominator, `inside` carries out the inversion, and `hper` supplies the endpoint.

```lean
/-- For `κ > 0`, `N > 0` and `x ≤ N`, the Bloch-mode sum `ringGreen N κ x` equals `cosh (κ (N/2 -
x)) / (2 sinh κ sinh (κN/2))`. -/
theorem ringGreen_eq {N x : ℕ} {κ : ℝ} (hκ : 0 < κ) (hN : 0 < N) (hx : x ≤ N) :
    ringGreen N κ x = ((Real.cosh (κ * ((N : ℝ) / 2 - x)) /
      (2 * Real.sinh κ * Real.sinh (κ * N / 2)) : ℝ) : ℂ) := by
  change ringGreen N κ x = ((imageKernel N κ x : ℝ) : ℂ)
  have hζ : IsPrimitiveRoot (blochRoot N) N := Complex.isPrimitiveRoot_exp N hN.ne'
  have h0 : blochRoot N ≠ 0 := Complex.exp_ne_zero _
  have hNC : (N : ℂ) ≠ 0 := Nat.cast_ne_zero.mpr hN.ne'
  -- the denominator in terms of the Bloch phase
  have hD : ∀ k : ℕ, ((2 * Real.cosh κ - 2 * Real.cos (2 * Real.pi * k / N) : ℝ) : ℂ) =
      2 * ((Real.cosh κ : ℝ) : ℂ) - (blochRoot N ^ k)⁻¹ - blochRoot N ^ k := by
    intro k
    have hz : blochRoot N ^ k =
        Complex.exp (((2 * Real.pi * k / N : ℝ) : ℂ) * Complex.I) := by
      rw [blochRoot, ← Complex.exp_nat_mul]
      congr 1
      push_cast
      ring
    have hc : 2 * ((Real.cos (2 * Real.pi * k / N) : ℝ) : ℂ) =
        Complex.exp (((2 * Real.pi * k / N : ℝ) : ℂ) * Complex.I) +
        Complex.exp (-(((2 * Real.pi * k / N : ℝ) : ℂ) * Complex.I)) := by
      rw [Complex.ofReal_cos, Complex.cos, neg_mul]
      ring
    rw [hz, ← Complex.exp_neg, Complex.ofReal_sub, Complex.ofReal_mul, Complex.ofReal_mul,
      Complex.ofReal_ofNat, hc]
    ring
  -- Fourier inversion inside the cell
  have inside : ∀ z : ℕ, z < N → ringGreen N κ z = ((imageKernel N κ z : ℝ) : ℂ) := by
    intro z hz
    have hk : ∀ k ∈ range N, Complex.exp (2 * Real.pi * Complex.I * k * z / N) /
        ((2 * Real.cosh κ - 2 * Real.cos (2 * Real.pi * k / N) : ℝ) : ℂ) =
        ∑ y ∈ range N, ((imageKernel N κ y : ℝ) : ℂ) *
          (blochRoot N ^ z * (blochRoot N ^ y)⁻¹) ^ k := by
      intro k _
      have hwN : ((blochRoot N ^ k)⁻¹) ^ N = 1 := by
        rw [inv_pow, pow_right_comm, hζ.pow_eq_one, one_pow, inv_one]
      have ht := imageKernel_transform hκ hN (inv_mul_cancel₀ (pow_ne_zero k h0)) hwN
      rw [planeWave_eq, hD, div_eq_mul_inv, inv_eq_of_mul_eq_one_right ht, mul_sum]
      refine sum_congr rfl fun y _ => ?_
      have hp : ((blochRoot N ^ k)⁻¹) ^ y = ((blochRoot N ^ y)⁻¹) ^ k := by
        rw [inv_pow, inv_pow, pow_right_comm]
      rw [hp, mul_pow]
      ring
    rw [ringGreen, sum_congr rfl hk, sum_comm, sum_eq_single z]
    · rw [← mul_sum, bloch_orthogonality hz hz, if_pos rfl]
      field_simp
    · intro y hy hyz
      rw [← mul_sum, bloch_orthogonality hz (mem_range.mp hy), if_neg (Ne.symm hyz), mul_zero]
    · intro h
      exact absurd (mem_range.mpr hz) h
  rcases Nat.lt_or_eq_of_le hx with h | h
  · exact inside x h
  · -- the far end of the cell is site `0` again
    have hper : ringGreen N κ N = ringGreen N κ 0 := by
      unfold ringGreen
      congr 1
      refine sum_congr rfl fun k _ => ?_
      rw [planeWave_eq N k N, planeWave_eq N k 0, hζ.pow_eq_one, pow_zero]
    have hend := imageKernel_reflect N κ 0
    rw [sub_zero] at hend
    rw [h, hper, inside 0 hN, hend, Nat.cast_zero]
```

## A defect on the ring

Now lower the on-site energy at site \(0\) by \(v\), which models an impurity acting on a single orbital. A state is described by real amplitudes \(\psi(x)\), and `IsDefectState` collects four conditions:

- `amplitude`: \(\psi(0)\ne0\), so the state feels the defect and is not the zero vector.
- `closed`: \(\psi(N)=\psi(0)\), which closes the ring without a Bloch twist.
- `bulk`: the Schrödinger equation at energy \(-2\cosh\kappa\) on sites \(1,\dots,N-1\).
- `defect`: the same equation at site \(0\), with neighbours \(1\) and \(N-1\) and the extra term \(-v\psi(0)\).

Values of \(\psi\) beyond \(N\) play no role, and no normalisation is imposed. For \(N=2\) both bonds join the same pair of sites, and for \(N=1\) both lead from the site back to itself; the two contributions are added, as in the dispersion \(-2\cos(2\pi k/N)\).

```lean
/-- A state of energy `-2 cosh κ` on a ring with hopping `-1` and on-site energy `-v` at
site `0`, with non-zero amplitude at that site. -/
structure IsDefectState (N : ℕ) (κ v : ℝ) (ψ : ℕ → ℝ) : Prop where
  amplitude : ψ 0 ≠ 0
  closed : ψ N = ψ 0
  bulk : ∀ x, x + 2 ≤ N → -ψ x - ψ (x + 2) = -(2 * Real.cosh κ) * ψ (x + 1)
  defect : -ψ 1 - ψ (N - 1) - v * ψ 0 = -(2 * Real.cosh κ) * ψ 0
```

The theorem `defectState_iff` fixes \(\kappa>0\) and \(N\ge1\), and lets \(v\) be any real number. Such a state exists if and only if \(v=2\sinh\kappa\tanh(\kappa N/2)\). It does not address energies inside or above the band. The right side increases strictly from \(0\) to infinity as \(\kappa\) runs over the positive numbers, so each \(v>0\) belongs to exactly one \(\kappa\), that is, to one such energy below the band; this last remark is not part of the Lean code.

Let \(G(x)=g(x)\) on the sites. Suppose first that \(\psi\) is a defect state. Since \(\psi\) and \(G\) obey the same bulk recurrence, their discrete Wronskian

\[
G(x)\psi(x+1)-G(x+1)\psi(x)
\]

has the same value for every \(0\le x\le N-1\). Equating its values at \(x=N-1\) and \(x=0\), with \(G(N)=G(0)\), \(G(N-1)=G(1)\) and \(\psi(N)=\psi(0)\), gives

\[
G(0)\big(\psi(1)+\psi(N-1)\big)=2G(1)\psi(0).
\]

The equation at the defect is \(\psi(1)+\psi(N-1)=(2\cosh\kappa-v)\psi(0)\), and the unit source is \(2\cosh\kappa\,G(0)-2G(1)=1\). Together they yield \((vG(0)-1)\psi(0)=0\). Because \(\psi(0)\ne0\),

\[
v=\frac1{G(0)}=2\sinh\kappa\tanh(\kappa N/2).
\]

Conversely, if \(v\) has this value, then \(vG(0)=1\), and the unit source turns into the defect equation for \(\psi=G\). The kernel is therefore itself a defect state, with normalised amplitudes \(G(x)/\big(\sum_{y=0}^{N-1}G(y)^2\big)^{1/2}\).

In the code, `hv` is the identity \(2\sinh\kappa\tanh(\kappa N/2)\,G(0)=1\), `W` is the constancy of the Wronskian, proved by induction along the ring, and `key` is the product that must vanish. The last block checks the four conditions for `G`.

```lean
/-- A state of energy `-2 cosh κ` with non-zero amplitude on the defect exists exactly when the
defect strength is `2 sinh κ tanh(κN/2)`. -/
theorem defectState_iff {N : ℕ} {κ : ℝ} (hκ : 0 < κ) (hN : 0 < N) (v : ℝ) :
    (∃ ψ, IsDefectState N κ v ψ) ↔ v = 2 * Real.sinh κ * Real.tanh (κ * N / 2) := by
  have hN' : (0 : ℝ) < N := Nat.cast_pos.mpr hN
  have hs : Real.sinh κ ≠ 0 := (Real.sinh_pos_iff.mpr hκ).ne'
  have hS : Real.sinh (κ * N / 2) ≠ 0 :=
    (Real.sinh_pos_iff.mpr (div_pos (mul_pos hκ hN') two_pos)).ne'
  have hC : Real.cosh (κ * N / 2) ≠ 0 := (Real.cosh_pos _).ne'
  have hv : 2 * Real.sinh κ * Real.tanh (κ * N / 2) * imageKernel N κ 0 = 1 := by
    have h : κ * ((N : ℝ) / 2 - 0) = κ * N / 2 := by ring
    have cancel : ∀ a b c : ℝ, a ≠ 0 → b ≠ 0 → c ≠ 0 →
        2 * a * (b / c) * (c / (2 * a * b)) = 1 := by
      intro a b c ha hb hc
      field_simp
    rw [imageKernel, h, Real.tanh_eq_sinh_div_cosh]
    exact cancel _ _ _ hs hS hC
  have hG0 : imageKernel N κ 0 ≠ 0 := right_ne_zero_of_mul_eq_one hv
  obtain ⟨G, hG⟩ : ∃ G : ℕ → ℝ, ∀ n : ℕ, G n = imageKernel N κ n := ⟨_, fun _ => rfl⟩
  have g0 : G 0 = imageKernel N κ 0 := by rw [hG, Nat.cast_zero]
  have g1 : G 1 = imageKernel N κ 1 := by rw [hG, Nat.cast_one]
  have gN : G N = G 0 := by
    have h := imageKernel_reflect N κ 0
    rw [sub_zero] at h
    rw [hG N, g0, h]
  have gN1 : G (N - 1) = G 1 := by
    rw [hG (N - 1), Nat.cast_pred hN, imageKernel_reflect, g1]
  have src : 2 * Real.cosh κ * G 0 - 2 * G 1 = 1 := by
    have h := imageKernel_source hκ hN
    rw [imageKernel_reflect, ← g0, ← g1] at h
    linarith
  have rec2 : ∀ x : ℕ, G (x + 2) + G x = 2 * Real.cosh κ * G (x + 1) := by
    intro x
    have h := imageKernel_recurrence N κ ((x + 1 : ℕ) : ℝ)
    have e1 : ((x + 1 : ℕ) : ℝ) + 1 = ((x + 2 : ℕ) : ℝ) := by push_cast; ring
    have e2 : ((x + 1 : ℕ) : ℝ) - 1 = x := by push_cast; ring
    rw [e1, e2, ← hG, ← hG, ← hG] at h
    exact h
  constructor
  · rintro ⟨ψ, hψ⟩
    -- the discrete Wronskian of `ψ` and the kernel is constant around the ring
    have W : ∀ x : ℕ, x + 1 ≤ N →
        G x * ψ (x + 1) - G (x + 1) * ψ x = G 0 * ψ 1 - G 1 * ψ 0 := by
      intro x
      induction x with
      | zero => intro _; rfl
      | succ x ih =>
        intro hx
        have i := ih (by omega)
        have b := hψ.bulk x (by omega)
        have r := rec2 x
        change G (x + 1) * ψ (x + 2) - G (x + 2) * ψ (x + 1) = _
        linear_combination i - G (x + 1) * b - ψ (x + 1) * r
    have w := W (N - 1) (by omega)
    rw [Nat.sub_add_cancel hN, gN, gN1, hψ.closed] at w
    have key : (v * G 0 - 1) * ψ 0 = 0 := by
      linear_combination (-G 0) * hψ.defect + ψ 0 * src + w
    have hvG : v * G 0 = 1 :=
      sub_eq_zero.mp ((mul_eq_zero.mp key).resolve_right hψ.amplitude)
    rw [g0] at hvG
    exact mul_right_cancel₀ hG0 (hvG.trans hv.symm)
  · intro h
    have hvG : v * G 0 = 1 := by rw [h, g0, hv]
    -- the kernel itself is the defect state
    refine ⟨G, ?_, gN, ?_, ?_⟩
    · rw [g0]
      exact hG0
    · intro x _
      linarith [rec2 x]
    · rw [gN1]
      linarith

end

end RingGreenFunction
```

```lean
#print axioms RingGreenFunction.ringGreen_eq
#print axioms RingGreenFunction.defectState_iff
```

```
'RingGreenFunction.ringGreen_eq' depends on axioms: [propext, Classical.choice, Quot.sound]
'RingGreenFunction.defectState_iff' depends on axioms: [propext, Classical.choice, Quot.sound]
```
